# Virial bounds on the energy of a one-dimensional bound state

To bound the energy of a particle bound on a line using only its potential, we describe the bound state by integrals that converge, not by boundary conditions at infinity. With ħ and the mass set to 1, the state obeys

-u''/2 + V u = E u.

In Lean 4 with Mathlib:

```lean
import Mathlib

open MeasureTheory Filter
open scoped Topology

namespace VirialEigenvalueBounds

noncomputable section
```

The bounds come from the following function, written W below:

```lean
/-- The virial function `V + x V' / 2` of a potential on the line. -/
def virialFn (V : ℝ → ℝ) (x : ℝ) : ℝ := V x + x * deriv V x / 2
```

`VirialState V u E` says that the real function u solves this equation with energy E, that V, u and u' are differentiable, and that four integrals converge: the norm, the kinetic energy, the potential energy and the virial of the force (up to constant factors). `deriv` is the ordinary derivative and `Integrable` refers to the whole line. The function u need not be normalised, and u = 0 is excluded only where necessary.

```lean
/-- A real solution `u` of `-u''/2 + V u = E u` on the line, with `V`, `u` and `u'`
differentiable and `u²`, `u'²`, `V u²` and `x V' u²` integrable. -/
structure VirialState (V u : ℝ → ℝ) (E : ℝ) : Prop where
  diff_V : Differentiable ℝ V
  diff_u : Differentiable ℝ u
  diff_du : Differentiable ℝ (deriv u)
  schrodinger : ∀ x, -(deriv (deriv u) x) / 2 + V x * u x = E * u x
  int_norm : Integrable (fun x => u x ^ 2)
  int_kin : Integrable (fun x => deriv u x ^ 2)
  int_pot : Integrable (fun x => V x * u x ^ 2)
  int_vir : Integrable (fun x => x * deriv V x * u x ^ 2)
```

Jumps, kinks and point singularities in V are ruled out, so the finite square well and V = |x| are not covered. For a given potential, it remains to show that a bound state with these properties exists.

## (a) A limit at infinity

Let g be integrable and let x g(x) → L as x → +∞. Show that

L = 0.

If L ≠ 0, then beyond some a > 0 we have |x g(x)| > |L|/2, so 1/x < (2/|L|) |g(x)|. The right side is integrable on (a, ∞) and 1/x is not, a contradiction. `Integrable.mono'` makes this comparison.

```lean
/-- If `g` is integrable and `x g(x)` has a limit at `+∞`, that limit is zero. -/
theorem tail_limit_zero {g : ℝ → ℝ} {L : ℝ} (hg : Integrable g)
    (h : Tendsto (fun x => x * g x) atTop (𝓝 L)) : L = 0 := by
  by_contra hL
  have hpos : 0 < |L| := abs_pos.mpr hL
  have hne : |L| ≠ 0 := hpos.ne'
  have hev : ∀ᶠ x in atTop, |L| / 2 < |x * g x| :=
    h.abs.eventually (lt_mem_nhds (by linarith))
  obtain ⟨a, ha⟩ := eventually_atTop.mp (hev.and (eventually_gt_atTop (0 : ℝ)))
  -- otherwise `1/x` would be dominated by a multiple of `|g|`
  refine not_integrableOn_Ioi_inv (a := a) ?_
  refine Integrable.mono' ((hg.norm.const_mul (2 / |L|)).integrableOn)
    measurable_inv.aestronglyMeasurable ?_
  filter_upwards [ae_restrict_mem measurableSet_Ioi] with x hx
  obtain ⟨h1, h2⟩ := ha x (le_of_lt hx)
  rw [abs_mul, abs_of_pos h2] at h1
  rw [Real.norm_eq_abs, Real.norm_eq_abs, abs_of_pos (inv_pos.mpr h2), inv_eq_one_div,
    div_le_iff₀ h2]
  have e : 2 / |L| * |g x| * x = (x * |g x|) / (|L| / 2) := by field_simp
  rw [e, le_div_iff₀ (by linarith)]
  linarith
```

## (b) The integral of a dilation derivative

Let g and D = (x g)' be integrable. Show that

∫ D dx = 0.

Since D is integrable, x g(x) has limits K at -∞ and L at +∞. By (a), L = 0. Applying (a) to g(-x) gives -K = 0. Hence ∫ D dx = L - K = 0.

```lean
/-- If `g` and the derivative `D` of `x g(x)` are integrable, then `D` integrates to zero. -/
theorem integral_dilation {g D : ℝ → ℝ} (hg : Integrable g)
    (hD : ∀ x, HasDerivAt (fun y => y * g y) (D x) x) (hi : Integrable D) :
    ∫ x, D x = 0 := by
  obtain ⟨L, hL⟩ : ∃ L, Tendsto (fun y => y * g y) atTop (𝓝 L) :=
    ⟨_, tendsto_limUnder_of_hasDerivAt_of_integrableOn_Ioi (a := 0)
      (fun x _ => hD x) hi.integrableOn⟩
  obtain ⟨K, hK⟩ : ∃ K, Tendsto (fun y => y * g y) atBot (𝓝 K) :=
    ⟨_, tendsto_limUnder_of_hasDerivAt_of_integrableOn_Iic (a := 0)
      (fun x _ => hD x) hi.integrableOn⟩
  have h1 := tail_limit_zero hg hL
  -- the left end is the right end of the reflected function
  have h2 : -K = 0 := by
    refine tail_limit_zero (g := fun x => g (-x)) hg.comp_neg ?_
    exact (hK.comp tendsto_neg_atTop_atBot).neg.congr (fun x => by simp)
  rw [integral_of_hasDerivAt_of_tendsto hD hi hK hL]
  linarith
```

## (c) Energy balance

Show that

E ∫ u² dx = ½ ∫ u'² dx + ∫ V u² dx.

The equation gives u'' = 2(V - E)u, so

(u u')' = u'² + 2V u² - 2E u².

The right side is integrable, and so is u u', because |u u'| ≤ u² + u'². Thus u u' vanishes at both ends and its derivative integrates to zero. Halving gives the claim. In the code, `linear_combination` substitutes for u''.

```lean
variable {V u : ℝ → ℝ} {E : ℝ}

/-- Energy balance for a `VirialState V u E`: `E ∫ u² = (1/2) ∫ u'² + ∫ V u²`. -/
theorem energy_balance (h : VirialState V u E) :
    E * (∫ x, u x ^ 2) = (∫ x, deriv u x ^ 2) / 2 + ∫ x, V x * u x ^ 2 := by
  have hF : ∀ x, HasDerivAt (fun y => u y * deriv u y)
      (deriv u x ^ 2 + 2 * (V x * u x ^ 2) - 2 * E * u x ^ 2) x := by
    intro x
    refine ((h.diff_u x).hasDerivAt.fun_mul (h.diff_du x).hasDerivAt).congr_deriv ?_
    linear_combination (-2 * u x) * h.schrodinger x
  have hFi : Integrable (fun y => u y * deriv u y) := by
    refine Integrable.mono' (h.int_norm.add h.int_kin)
      (h.diff_u.continuous.mul h.diff_du.continuous).aestronglyMeasurable
      (Eventually.of_forall fun x => ?_)
    change |u x * deriv u x| ≤ u x ^ 2 + deriv u x ^ 2
    rw [abs_le]
    constructor <;> nlinarith [sq_nonneg (u x + deriv u x), sq_nonneg (u x - deriv u x),
      sq_nonneg (u x), sq_nonneg (deriv u x)]
  have hP := h.int_pot.const_mul 2
  have hN := h.int_norm.const_mul (2 * E)
  have hA : Integrable (fun x => deriv u x ^ 2 + 2 * (V x * u x ^ 2)) := h.int_kin.add hP
  -- `u u'` and its derivative are integrable, so there is no boundary term
  have h0 := integral_eq_zero_of_hasDerivAt_of_integrable hF (hA.sub hN) hFi
  rw [integral_sub hA hN, integral_add h.int_kin hP, integral_const_mul,
    integral_const_mul] at h0
  linarith
```

## (d) The virial theorem

Show that

∫ u'² dx = ∫ x V' u² dx.

Put G = u'² + 2E u² - 2V u². Then

G' = 2u'u'' + 4(E - V)u u' - 2V' u² = -2V' u²,

so (x G)' = G - 2x V' u². Both G and this derivative are integrable, and (b) gives

∫ u'² dx + 2E ∫ u² dx - 2 ∫ V u² dx = 2 ∫ x V' u² dx.

By (c), the left side is 2 ∫ u'² dx. For u ≠ 0, dividing by ∫ u² dx gives the usual form 2⟨T⟩ = ⟨x V'⟩, with T the kinetic energy.

```lean
/-- Virial theorem for a `VirialState V u E`: `∫ u'² = ∫ x V' u²`. -/
theorem virial_theorem (h : VirialState V u E) :
    ∫ x, deriv u x ^ 2 = ∫ x, x * deriv V x * u x ^ 2 := by
  have hP := h.int_pot.const_mul 2
  have hN := h.int_norm.const_mul (2 * E)
  have hW := h.int_vir.const_mul 2
  have hA : Integrable (fun x => deriv u x ^ 2 + 2 * E * u x ^ 2) := h.int_kin.add hN
  have hG : Integrable (fun x => deriv u x ^ 2 + 2 * E * u x ^ 2 - 2 * (V x * u x ^ 2)) :=
    hA.sub hP
  have hD : ∀ x, HasDerivAt
      (fun y => y * (deriv u y ^ 2 + 2 * E * u y ^ 2 - 2 * (V y * u y ^ 2)))
      (deriv u x ^ 2 + 2 * E * u x ^ 2 - 2 * (V x * u x ^ 2)
        - 2 * (x * deriv V x * u x ^ 2)) x := by
    intro x
    have hu := (h.diff_u x).hasDerivAt.fun_pow 2
    have hd := (h.diff_du x).hasDerivAt.fun_pow 2
    have hV := (h.diff_V x).hasDerivAt
    refine ((hasDerivAt_id' x).fun_mul ((hd.fun_add (hu.const_mul (2 * E))).fun_sub
      ((hV.fun_mul hu).const_mul 2))).congr_deriv ?_
    simp only [Nat.cast_ofNat, Nat.reduceSub, pow_one]
    linear_combination (-4 * x * deriv u x) * h.schrodinger x
  have h0 := integral_dilation hG hD (hG.sub hW)
  rw [integral_sub hG hW, integral_sub hA hP, integral_add h.int_kin hN,
    integral_const_mul, integral_const_mul, integral_const_mul] at h0
  linarith [energy_balance h]
```

## (e) The mean of W

Show that (W - E)u² is integrable and

∫ (W - E) u² dx = 0.

Integrability follows term by term. By (d) and then (c),

∫ W u² dx = ∫ V u² dx + ½ ∫ u'² dx = E ∫ u² dx.

For u ≠ 0, the normalised statement is ⟨W⟩ = E.

```lean
/-- For a `VirialState V u E`, the deviation of `V + x V'/2` from `E`, weighted with `u²`, is
integrable and integrates to zero. -/
theorem mean_deviation (h : VirialState V u E) :
    Integrable (fun x => (virialFn V x - E) * u x ^ 2) ∧
      ∫ x, (virialFn V x - E) * u x ^ 2 = 0 := by
  have hW := h.int_vir.const_mul (1 / 2)
  have hN := h.int_norm.const_mul E
  have hA : Integrable (fun x => V x * u x ^ 2 + 1 / 2 * (x * deriv V x * u x ^ 2)) :=
    h.int_pot.add hW
  have e : (fun x => (virialFn V x - E) * u x ^ 2) = fun x =>
      V x * u x ^ 2 + 1 / 2 * (x * deriv V x * u x ^ 2) - E * u x ^ 2 := by
    funext x
    unfold virialFn
    ring
  rw [e]
  refine ⟨hA.sub hN, ?_⟩
  rw [integral_sub hA hN, integral_add h.int_pot hW, integral_const_mul, integral_const_mul]
  linarith [energy_balance h, virial_theorem h]
```

## (f) Positive weights

Let u be continuous and not identically zero, f > 0 everywhere, and f u² integrable. Show that

∫ f u² dx > 0.

The integrand is nonnegative, and positive exactly where u ≠ 0. That set is open and nonempty, so it has positive length. No continuity of f is used, so V' need not be continuous.

```lean
/-- A strictly positive weight `f` has a positive integral against `u²`, for continuous
`u ≠ 0` and integrable `f u²`. -/
theorem weighted_norm_pos {f : ℝ → ℝ} (hu : Continuous u) (h0 : u ≠ 0)
    (hf : ∀ x, 0 < f x) (hi : Integrable (fun x => f x * u x ^ 2)) :
    0 < ∫ x, f x * u x ^ 2 := by
  rw [integral_pos_iff_support_of_nonneg
    (fun x => mul_nonneg (hf x).le (sq_nonneg (u x))) hi]
  have e : Function.support (fun x => f x * u x ^ 2) = {x | u x ≠ 0} := by
    ext x
    simp [(hf x).ne']
  rw [e]
  obtain ⟨x, hx⟩ := Function.ne_iff.mp h0
  exact (isOpen_ne_fun hu continuous_const).measure_pos volume ⟨x, hx⟩
```

## (g) Values on either side of E

For u ≠ 0, show that there are points x and y with

W(x) ≤ E ≤ W(y).

If W > E everywhere, (f) with f = W - E contradicts (e). If W < E everywhere, take f = E - W.

```lean
/-- For a `VirialState V u E` with `u ≠ 0`, the function `V + x V'/2` is at most `E` at some point
and at least `E` at some point. -/
theorem energy_straddled (h : VirialState V u E) (h0 : u ≠ 0) :
    (∃ x, virialFn V x ≤ E) ∧ ∃ x, E ≤ virialFn V x := by
  obtain ⟨hi, hz⟩ := mean_deviation h
  constructor
  · by_contra! hc
    have := weighted_norm_pos h.diff_u.continuous h0 (fun x => sub_pos.mpr (hc x)) hi
    linarith
  · by_contra! hc
    have e : (fun x => (E - virialFn V x) * u x ^ 2) =
        fun x => -((virialFn V x - E) * u x ^ 2) := by
      funext x
      ring
    have hp := weighted_norm_pos h.diff_u.continuous h0 (fun x => sub_pos.mpr (hc x))
      (by rw [e]; exact hi.neg)
    rw [e, integral_neg, hz] at hp
    linarith
```

## (h) The energy bounds

For u ≠ 0 and m ≤ W ≤ M on the whole line, show that

m ≤ E ≤ M.

With the points from (g), m ≤ W(x) ≤ E ≤ W(y) ≤ M. The theorem states the two halves separately, so a one-sided bound on W suffices for its half. For one particle in one dimension under these hypotheses, a computed level outside the bounds cannot be the exact eigenvalue.

This test is coarse. The function x²(V - m) vanishes at x = 0 and has derivative 2x(W - m), so m ≤ W everywhere implies m ≤ V everywhere. In the same way, W ≤ M everywhere implies V ≤ M everywhere. The interval from m to M therefore contains all values of V, and the lower bound is never better than E ≥ inf V, which already follows from (c).

```lean
/-- Virial bounds on eigenvalues: for a `VirialState V u E` with `u ≠ 0`, every lower bound `m` of
`V + x V'/2` on the line satisfies `m ≤ E`, and every upper bound `M` satisfies `E ≤ M`. -/
theorem virial_bounds (h : VirialState V u E) (h0 : u ≠ 0) :
    (∀ m, (∀ x, m ≤ virialFn V x) → m ≤ E) ∧ (∀ M, (∀ x, virialFn V x ≤ M) → E ≤ M) := by
  obtain ⟨⟨x, hx⟩, y, hy⟩ := energy_straddled h h0
  exact ⟨fun m hm => (hm x).trans hx, fun M hM => hy.trans (hM y)⟩
```

## (i) The harmonic oscillator

For V = x²/2 and u = exp(-x²/2), show that the hypotheses hold with E = 1/2 and that

W(x) = x².

Here u' = -x u and u'' = (x² - 1)u, so -u''/2 + V u = u/2. The four integrands are multiples of u² or x² u², which are integrable Gaussian moments. Finally, W = x²/2 + x·x/2 = x². The lower bound from (h) is 0 ≤ 1/2; there is no finite upper bound M.

```lean
/-- The harmonic potential `x²/2`. -/
def oscV (x : ℝ) : ℝ := x ^ 2 / 2

/-- The Gaussian `exp(-x²/2)`. -/
def oscU (x : ℝ) : ℝ := Real.exp (-x ^ 2 / 2)
```

The last theorem checks each field of `VirialState`, then u ≠ 0 and the formula for W.

```lean
/-- The Gaussian `exp(-x²/2)` in the potential `x²/2` meets the hypotheses of the virial
bounds with `E = 1/2`, and there `V + x V'/2 = x²`. -/
theorem virial_bounds_witness :
    VirialState oscV oscU (1 / 2) ∧ oscU ≠ 0 ∧ ∀ x, virialFn oscV x = x ^ 2 := by
  have hV : ∀ x, HasDerivAt oscV x x := fun x =>
    ((hasDerivAt_pow 2 x).div_const 2).congr_deriv (by
      simp only [Nat.cast_ofNat, Nat.reduceSub, pow_one]; ring)
  have hu : ∀ x, HasDerivAt oscU (oscU x * -x) x := fun x => by
    have hg : HasDerivAt (fun y : ℝ => -y ^ 2 / 2) (-x) x :=
      ((hasDerivAt_pow 2 x).fun_neg.div_const 2).congr_deriv (by
        simp only [Nat.cast_ofNat, Nat.reduceSub, pow_one]; ring)
    exact hg.exp
  have hdu : deriv oscU = fun x => oscU x * -x := funext fun x => (hu x).deriv
  have hd : ∀ x, HasDerivAt (deriv oscU) (oscU x * -x * -x + oscU x * -1) x := fun x => by
    rw [hdu]
    exact (hu x).fun_mul (hasDerivAt_id' x).fun_neg
  have he : ∀ x, oscU x ^ 2 = Real.exp (-1 * x ^ 2) := fun x => by
    rw [oscU, pow_two (Real.exp _), ← Real.exp_add]
    congr 1
    ring
  -- Gaussian moments of order zero and two
  have i0 : Integrable (fun x => oscU x ^ 2) := by
    simp only [he]
    exact integrable_exp_neg_mul_sq one_pos
  have i2 : Integrable (fun x => x ^ 2 * oscU x ^ 2) := by
    have := integrable_rpow_mul_exp_neg_mul_sq (b := 1) one_pos (s := 2) (by norm_num)
    simpa only [he, Real.rpow_two] using this
  refine ⟨⟨fun x => (hV x).differentiableAt, fun x => (hu x).differentiableAt,
    fun x => (hd x).differentiableAt, fun x => ?_, i0, ?_, ?_, ?_⟩,
    fun h => (Real.exp_pos _).ne' (congrFun h 0), fun x => ?_⟩
  · simp only [(hd x).deriv, oscV]
    ring
  · refine i2.congr (Eventually.of_forall fun x => ?_)
    simp only [hdu]
    ring
  · refine (i2.const_mul (1 / 2)).congr (Eventually.of_forall fun x => ?_)
    simp only [oscV]
    ring
  · refine i2.congr (Eventually.of_forall fun x => ?_)
    simp only [(hV x).deriv]
    ring
  · simp only [virialFn, (hV x).deriv, oscV]
    ring

end

end VirialEigenvalueBounds
```

```lean
#print axioms VirialEigenvalueBounds.virial_bounds
```

```
'VirialEigenvalueBounds.virial_bounds' depends on axioms: [propext, Classical.choice, Quot.sound]
```
